# Multiplicativity of the Eg, T2g and T2u matrices under octahedral symmetry operations

With the Cartesian axes drawn through the vertices of a regular octahedron, its symmetry operations act on vectors as signed 3×3 permutation matrices. For such a matrix, `Eg` gives the action on `x² - z²` and `y² - z²`, `T2g` gives the action on `yz`, `zx` and `xy`, and `T2u` is the T2g matrix times the determinant. The same formulas define all three for any integer 3×3 matrix. The theorem `irreps_mul` states that each of the three sends the product `M * signedPerm σ s` to the product of the separate matrices, where the right factor is a signed permutation matrix and `M` may be any integer 3×3 matrix. The proof first checks by `decide +kernel` that products of different entries in one row or column of a signed permutation matrix vanish, and that the squares in each column sum to 1. From these facts `linear_combination` derives the Eg and T2g identities, and the T2u identity is to follow from the T2g one and the multiplicativity of the determinant.

The first attempt, which Lean rejects:

```lean
import Mathlib

open Matrix
open scoped Kronecker

namespace OctahedralSF6

/-- Integer 3x3 matrices, acting on Cartesian vectors. -/
abbrev Mat3 := Matrix (Fin 3) (Fin 3) ℤ

/-- The signed permutation matrix sending the axis vector `e_j` to `s j` times `e_(σ j)`. -/
def signedPerm (σ : Equiv.Perm (Fin 3)) (s : Fin 3 → ℤˣ) : Mat3 :=
  Matrix.of fun i j => if i = σ j then (s j : ℤ) else 0

/-- Eg: the action on the combinations `x² - z²` and `y² - z²`. -/
def Eg (M : Mat3) : Matrix (Fin 2) (Fin 2) ℤ :=
  Matrix.of fun i j => M i.castSucc j.castSucc ^ 2 - M i.castSucc 2 ^ 2

/-- T2g: the action on the products `yz`, `zx`, `xy`. -/
def T2g (M : Mat3) : Mat3 :=
  Matrix.of fun i j =>
    M (i + 1) (j + 1) * M (i + 2) (j + 2) + M (i + 1) (j + 2) * M (i + 2) (j + 1)

/-- T2u: the T2g matrix multiplied by the determinant. -/
def T2u (M : Mat3) : Mat3 := M.det • T2g M

/-- The Eg, T2g and T2u matrices respect the composition of symmetry operations. -/
theorem irreps_mul (M : Mat3) (σ : Equiv.Perm (Fin 3)) (s : Fin 3 → ℤˣ) :
    Eg (M * signedPerm σ s) = Eg M * Eg (signedPerm σ s) ∧
    T2g (M * signedPerm σ s) = T2g M * T2g (signedPerm σ s) ∧
    T2u (M * signedPerm σ s) = T2u M * T2u (signedPerm σ s) := by
  -- each column and each row has a single nonzero entry
  have col : ∀ (σ : Equiv.Perm (Fin 3)) (s : Fin 3 → ℤˣ) (j : Fin 3),
      signedPerm σ s 0 j * signedPerm σ s 1 j = 0 ∧
      signedPerm σ s 0 j * signedPerm σ s 2 j = 0 ∧
      signedPerm σ s 1 j * signedPerm σ s 2 j = 0 ∧
      signedPerm σ s 0 j ^ 2 + signedPerm σ s 1 j ^ 2 + signedPerm σ s 2 j ^ 2 = 1 := by
    decide +kernel
  have row : ∀ (σ : Equiv.Perm (Fin 3)) (s : Fin 3 → ℤˣ) (k j : Fin 3),
      signedPerm σ s k (j + 1) * signedPerm σ s k (j + 2) = 0 := by decide +kernel
  have hc := col σ s
  have hr := row σ s
  generalize signedPerm σ s = N at hc hr ⊢
  have hT : T2g (M * N) = T2g M * T2g N := by
    ext i j
    simp only [T2g, Matrix.mul_apply, Matrix.of_apply, Fin.sum_univ_three,
      show (0 : Fin 3) + 1 = 1 from rfl, show (0 : Fin 3) + 2 = 2 from rfl,
      show (1 : Fin 3) + 1 = 2 from rfl, show (1 : Fin 3) + 2 = 0 from rfl,
      show (2 : Fin 3) + 1 = 0 from rfl, show (2 : Fin 3) + 2 = 1 from rfl]
    linear_combination 2 * M (i + 1) 0 * M (i + 2) 0 * hr 0 j +
      2 * M (i + 1) 1 * M (i + 2) 1 * hr 1 j + 2 * M (i + 1) 2 * M (i + 2) 2 * hr 2 j
  refine ⟨?_, hT, ?_⟩
  · ext i j
    obtain ⟨a1, a2, a3, a4⟩ := hc j.castSucc
    obtain ⟨b1, b2, b3, b4⟩ := hc 2
    simp only [Eg, Matrix.mul_apply, Matrix.of_apply, Fin.sum_univ_three, Fin.sum_univ_two,
      show (0 : Fin 2).castSucc = (0 : Fin 3) from rfl,
      show (1 : Fin 2).castSucc = (1 : Fin 3) from rfl]
    generalize i.castSucc = k
    linear_combination 2 * M k 0 * M k 1 * (a1 - b1) + 2 * M k 0 * M k 2 * (a2 - b2) +
      2 * M k 1 * M k 2 * (a3 - b3) + M k 2 ^ 2 * (a4 - b4)
  · simp only [T2u, Matrix.det_mul, hT, Matrix.smul_mul, Matrix.mul_smul, smul_smul]

end OctahedralSF6
```

Compiling this gives:

```
Main.lean:62:2: error: unsolved goals
case refine_2
M : Mat3
σ : Equiv.Perm (Fin 3)
s : Fin 3 → ℤˣ
col :
  ∀ (σ : Equiv.Perm (Fin 3)) (s : Fin 3 → ℤˣ) (j : Fin 3),
    signedPerm σ s 0 j * signedPerm σ s 1 j = 0 ∧
      signedPerm σ s 0 j * signedPerm σ s 2 j = 0 ∧
        signedPerm σ s 1 j * signedPerm σ s 2 j = 0 ∧
          signedPerm σ s 0 j ^ 2 + signedPerm σ s 1 j ^ 2 + signedPerm σ s 2 j ^ 2 = 1
row : ∀ (σ : Equiv.Perm (Fin 3)) (s : Fin 3 → ℤˣ) (k j : Fin 3), signedPerm σ s k (j + 1) * signedPerm σ s k (j + 2) = 0
N : Mat3
hc : ∀ (j : Fin 3), N 0 j * N 1 j = 0 ∧ N 0 j * N 2 j = 0 ∧ N 1 j * N 2 j = 0 ∧ N 0 j ^ 2 + N 1 j ^ 2 + N 2 j ^ 2 = 1
hr : ∀ (k j : Fin 3), N k (j + 1) * N k (j + 2) = 0
hT : T2g (M * N) = T2g M * T2g N
⊢ (det M * det N) • (T2g M * T2g N) = (det N * det M) • (T2g M * T2g N)
```

Diagnosis. The one error, `unsolved goals`, concerns the last bullet, the T2u identity. The `simp only` call there does nearly all the work: both sides become a scalar multiple of `T2g M * T2g N`. What remains is a difference in the order of the scalar factors. On the left, `Matrix.det_mul` gives `det M * det N`. On the right, pulling the two scalars out of the matrix product with `Matrix.smul_mul` and `Matrix.mul_smul`, and merging them with `smul_smul`, leaves `det N * det M`. These integers are equal, but the list given to `simp only` contains no commutativity lemma for multiplication, so the goal stays open.

The added line `rw [mul_comm M.det N.det]` turns the left-hand scalar into `det N * det M`. The two sides are then identical, and `rw` closes the goal by reflexivity.

The change, after which it compiles:

```diff
@@ -61,4 +61,5 @@
       2 * M k 1 * M k 2 * (a3 - b3) + M k 2 ^ 2 * (a4 - b4)
   · simp only [T2u, Matrix.det_mul, hT, Matrix.smul_mul, Matrix.mul_smul, smul_smul]
+    rw [mul_comm M.det N.det]
 
 end OctahedralSF6
```
